# With equally spaced planes and the same charge transfer on every bond, the compensating charge of a polar slab is $Q/2$

## Two and four planes

Take four parallel charged planes $j = 0, 1, 2, 3$ at heights $z_j = ja$, with spacing $a$ and formal charges per area $+Q, -Q, +Q, -Q$. Across each of the three bonds between neighbouring planes the same charge per area $\delta$ moves from the cation (even) plane to the anion (odd) plane, and extra charges per area $-s$ and $+s$ sit on planes $0$ and $3$. An end plane has one bond and an interior plane has two, so the net charges $q_j$ are

$$q_0 = Q-\delta-s,\quad q_1 = -(Q-2\delta),\quad q_2 = Q-2\delta,\quad q_3 = -(Q-\delta-s).$$

The dipole per area $\sum_j q_j z_j$ is

$$a\,[-(Q-2\delta) + 2(Q-2\delta) - 3(Q-\delta-s)] = a\,(-2Q+\delta+3s).$$

A slab of two planes has only end planes, with charges $\pm(Q-\delta-s)$ and dipole $a(-Q+\delta+s)$. The second double layer therefore changes the dipole by $a(2s-Q)$, in which $\delta$ does not appear. This change vanishes for $s = Q/2$. The compensating charge is the value of $s$ for which the dipole does not grow with the number of planes. With $\delta = Q/2$ and $s=0$ the four charges are $Q/2, 0, 0, -Q/2$: the interior is neutral, and the dipole has still gone from $-Qa/2$ to $-3Qa/2$, since the charged ends are further apart.

## The model

In Lean 4 with Mathlib:

```lean
import Mathlib

open Finset

namespace PolarSlab

noncomputable section
```

The slab has $2N$ planes $j = 0, \dots, 2N-1$ and $2N-1$ bonds $b = 0, \dots, 2N-2$, bond $b$ joining planes $b$ and $b+1$. Bond $b$ puts $(-1)^b\delta$ on plane $b+1$ and $-(-1)^b\delta$ on plane $b$. For even $b$ the lower plane is the cation plane and loses $\delta$; for odd $b$ the upper plane $b+1$ is the cation plane and receives $-\delta$. The charge that bond $b$ puts on plane $j$ is written $t_{b,j}$.

```lean
/-- Charge that the bond between planes `b` and `b+1` puts on plane `j`: the even (cation)
plane of the pair loses `δ` and the odd (anion) plane gains `δ`. -/
def bondTransfer (δ : ℝ) (b j : ℕ) : ℝ :=
  (if j = b + 1 then (-1) ^ b * δ else 0) - (if j = b then (-1) ^ b * δ else 0)
```

The surface term $\sigma_j$ is $-s$ on plane $0$, $+s$ on plane $2N-1$ and zero elsewhere. The subtraction in `2 * N - 1` is on natural numbers, and the formulas for a given slab all assume `1 ≤ N`.

```lean
/-- Extra surface charge of a slab of `2N` planes: `-s` on plane `0`, `+s` on plane `2N-1`. -/
def surfaceCharge (s : ℝ) (N j : ℕ) : ℝ :=
  (if j = 2 * N - 1 then s else 0) - (if j = 0 then s else 0)
```

The net charge and the dipole per area are

$$q_j = (-1)^j Q + \sum_{b=0}^{2N-2} t_{b,j} + \sigma_j, \qquad P(N) = \sum_{j=0}^{2N-1} q_j z_j .$$

```lean
/-- Charge of plane `j`: formal charge `(-1)^j Q`, transfers across all `2N-1` bonds, and
surface charge. -/
def planeCharge (Q δ s : ℝ) (N j : ℕ) : ℝ :=
  (-1) ^ j * Q + ∑ b ∈ range (2 * N - 1), bondTransfer δ b j + surfaceCharge s N j

/-- Dipole moment per area of the slab of `2N` planes placed at heights `z j`. -/
def slabDipole (z : ℕ → ℝ) (Q δ s : ℝ) (N : ℕ) : ℝ :=
  ∑ j ∈ range (2 * N), planeCharge Q δ s N j * z j
```

The heights `z` are any function from plane index to real number. Two geometries are used: equal spacing, $z_j = ja$, and alternating spacing, with a gap $R_1$ above an even plane and $R_2$ above an odd plane. Both put plane $0$ at height zero.

```lean
/-- Heights of equally spaced planes with spacing `a`. -/
def uniformPos (a : ℝ) (j : ℕ) : ℝ := j * a

/-- Heights of planes whose spacings alternate: `R₁` above an even plane, `R₂` above an odd one. -/
def alternatingPos (R₁ R₂ : ℝ) (j : ℕ) : ℝ := ∑ b ∈ range j, if Even b then R₁ else R₂
```

A dipole is bounded in thickness when one constant $C$ satisfies $|P(N)| \le C$ for all $N \ge 1$. The constant may depend on the charges and spacings, which are held fixed as $N$ varies. Bounded does not mean zero.

```lean
/-- A quantity stays bounded over all slab thicknesses `N ≥ 1`. -/
def BoundedInN (P : ℕ → ℝ) : Prop := ∃ C : ℝ, ∀ N, 1 ≤ N → |P N| ≤ C
```

## Splitting the dipole

A charge $+c$ on plane $p$ and a charge $-c$ on plane $q$ have moment $c z_p - c z_q = c(z_p - z_q)$, when both planes are among the $n$ planes summed over. In the proof `Finset.sum_ite_eq'` collapses each of the two sums to its single nonzero term.

```lean
/-- Charges `+c` on plane `p` and `-c` on plane `q` have dipole moment `c (z p - z q)`. -/
theorem pair_moment (z : ℕ → ℝ) (c : ℝ) {n p q : ℕ} (hp : p < n) (hq : q < n) :
    ∑ j ∈ range n, ((if j = p then c else 0) - (if j = q then c else 0)) * z j
      = c * (z p - z q) := by
  simp only [sub_mul, Finset.sum_sub_distrib, ite_mul, zero_mul, Finset.sum_ite_eq',
    Finset.mem_range, hp, hq, if_true]
  ring
```

Each bond is such a pair with $c = (-1)^b\delta$, $p = b+1$, $q = b$, and the surface charges are one with $c = s$, $p = 2N-1$, $q = 0$. Exchanging the sums over $j$ and $b$ gives, for arbitrary heights,

$$P(N) = \sum_{j=0}^{2N-1} (-1)^j Q z_j + \sum_{b=0}^{2N-2} (-1)^b \delta\,(z_{b+1}-z_b) + s\,(z_{2N-1}-z_0).$$

In `h1` the exchange is `Finset.sum_comm`, followed by `pair_moment` bond by bond; `h2` applies `pair_moment` once to the surface term.

```lean
/-- For arbitrary plane heights the slab dipole is the formal-charge dipole plus the bond
dipoles plus `s` times the height difference of the end planes. -/
theorem dipole_decomposition (z : ℕ → ℝ) (Q δ s : ℝ) (N : ℕ) (hN : 1 ≤ N) :
    slabDipole z Q δ s N = ∑ j ∈ range (2 * N), (-1) ^ j * Q * z j
      + ∑ b ∈ range (2 * N - 1), (-1) ^ b * δ * (z (b + 1) - z b)
      + s * (z (2 * N - 1) - z 0) := by
  -- each bond is a neutral pair of charges
  have h1 : ∑ j ∈ range (2 * N), (∑ b ∈ range (2 * N - 1), bondTransfer δ b j) * z j
      = ∑ b ∈ range (2 * N - 1), (-1) ^ b * δ * (z (b + 1) - z b) := by
    simp only [Finset.sum_mul]
    rw [Finset.sum_comm]
    refine Finset.sum_congr rfl fun b hb => ?_
    have := Finset.mem_range.1 hb
    unfold bondTransfer
    exact pair_moment z _ (by omega) (by omega)
  have h2 : ∑ j ∈ range (2 * N), surfaceCharge s N j * z j = s * (z (2 * N - 1) - z 0) := by
    unfold surfaceCharge
    exact pair_moment z _ (by omega) (by omega)
  unfold slabDipole planeCharge
  simp only [add_mul, Finset.sum_add_distrib]
  rw [h1, h2]
```

Setting $z_j = 1$ for all $j$ turns $P(N)$ into the total charge. All height differences vanish, which leaves $\sum_j (-1)^j Q$, and `F` shows this to be zero by adding two planes at a time.

```lean
/-- The slab is neutral: its plane charges sum to zero. -/
theorem slab_neutral (Q δ s : ℝ) (N : ℕ) (hN : 1 ≤ N) :
    ∑ j ∈ range (2 * N), planeCharge Q δ s N j = 0 := by
  have F : ∀ n : ℕ, ∑ j ∈ range (2 * n), (-1 : ℝ) ^ j * Q = 0 := by
    intro n
    induction n with
    | zero => simp
    | succ n ih =>
      rw [show 2 * (n + 1) = 2 * n + 1 + 1 by ring, sum_range_succ, sum_range_succ, ih]
      ring
  have h := dipole_decomposition (fun _ => 1) Q δ s N hN
  simp only [slabDipole, mul_one, sub_self, mul_zero, Finset.sum_const_zero, add_zero] at h
  rw [h, F]
```

## Net charges of the planes

An interior plane $j = k+1$ is the upper plane of bond $k$ and the lower plane of bond $k+1$. It receives $(-1)^k\delta - (-1)^{k+1}\delta = -2(-1)^j\delta$, so $q_j = (-1)^j(Q-2\delta)$. Plane $0$ receives $-\delta$ from bond $0$ alone, so $q_0 = Q-\delta-s$. Plane $2N-1$ receives $(-1)^{2N-2}\delta = \delta$ from the last bond, so $q_{2N-1} = -Q+\delta+s$. The three branches of the proof are these three cases, with $N$ written as $n+1$. For $N=1$ no index satisfies $0<j$ and $j+1<2N$, and only the two end values carry content.

```lean
/-- Interior planes carry `(-1)^j (Q - 2δ)`; the end planes carry `Q - δ - s` and
`-(Q - δ - s)`. -/
theorem plane_charges (Q δ s : ℝ) (N : ℕ) (hN : 1 ≤ N) :
    (∀ j, 0 < j → j + 1 < 2 * N → planeCharge Q δ s N j = (-1) ^ j * (Q - 2 * δ)) ∧
      planeCharge Q δ s N 0 = Q - δ - s ∧
      planeCharge Q δ s N (2 * N - 1) = -(Q - δ - s) := by
  obtain ⟨n, rfl⟩ : ∃ n, N = n + 1 := ⟨N - 1, by omega⟩
  have e : 2 * (n + 1) - 1 = 2 * n + 1 := by omega
  unfold planeCharge surfaceCharge bondTransfer
  rw [e]
  refine ⟨fun j h0 h1 => ?_, ?_, ?_⟩
  · -- an interior plane belongs to two bonds
    obtain ⟨k, rfl⟩ : ∃ k, j = k + 1 := ⟨j - 1, by omega⟩
    rw [if_neg (show ¬ k + 1 = 2 * n + 1 by omega), if_neg (show ¬ k + 1 = 0 by omega)]
    simp only [Finset.sum_sub_distrib, add_left_inj, Finset.sum_ite_eq, Finset.mem_range]
    rw [if_pos (show k < 2 * n + 1 by omega), if_pos (show k + 1 < 2 * n + 1 by omega)]
    ring
  · simp [Finset.sum_ite_eq]
    all_goals ring
  · have h1 : (-1 : ℝ) ^ (2 * n) = 1 := Even.neg_one_pow (even_two_mul n)
    simp [Finset.sum_sub_distrib, Finset.sum_ite_eq, pow_succ, h1]
    all_goals ring
```

## The dipole is affine in $N$

The alternating geometry is treated first, as it contains equal spacing. With $N = n+1$ the heights are $z_{2k} = k(R_1+R_2)$ and $z_{2k+1} = z_{2k}+R_1$ (`hz`, `z1`). The three parts of the decomposition are then evaluated separately.

The formal charges of double layer $k$ give $Qz_{2k} - Qz_{2k+1} = -QR_1$, so $N$ double layers give $-NQR_1$; this is `F`.

Bonds $2k$ and $2k+1$ give $\delta R_1 - \delta R_2$. The $2n+1$ bonds consist of $n$ such pairs, summed in `B`, and the last bond $b = 2n$, split off by `sum_range_succ`. Their total is $n\delta(R_1-R_2) + \delta R_1 = N\delta(R_1-R_2) + \delta R_2$.

The surface charges give $s\,z_{2n+1} = s\,[n(R_1+R_2)+R_1] = s\,[N(R_1+R_2) - R_2]$. The sum of the three is

$$P(N) = N\,[\,s(R_1+R_2) - QR_1 + \delta(R_1-R_2)\,] + (\delta-s)R_2 .$$

```lean
/-- With alternating spacings the dipole is affine in `N`, with slope
`s (R₁ + R₂) - Q R₁ + δ (R₁ - R₂)` and offset `(δ - s) R₂`. -/
theorem dipole_alternating (R₁ R₂ Q δ s : ℝ) (N : ℕ) (hN : 1 ≤ N) :
    slabDipole (alternatingPos R₁ R₂) Q δ s N
      = N * (s * (R₁ + R₂) - Q * R₁ + δ * (R₁ - R₂)) + (δ - s) * R₂ := by
  obtain ⟨n, rfl⟩ : ∃ n, N = n + 1 := ⟨N - 1, by omega⟩
  have hp : ∀ k : ℕ, (-1 : ℝ) ^ (2 * k) = 1 := fun k => Even.neg_one_pow (even_two_mul k)
  have hq : ∀ k : ℕ, (-1 : ℝ) ^ (2 * k + 1) = -1 := fun k => by rw [pow_succ, hp k]; ring
  have z0 : alternatingPos R₁ R₂ 0 = 0 := by simp [alternatingPos]
  have z1 : ∀ k, alternatingPos R₁ R₂ (2 * k + 1) = alternatingPos R₁ R₂ (2 * k) + R₁ := by
    intro k
    unfold alternatingPos
    rw [sum_range_succ, if_pos (even_two_mul k)]
  have z2 : ∀ k, alternatingPos R₁ R₂ (2 * k + 1 + 1)
      = alternatingPos R₁ R₂ (2 * k + 1) + R₂ := by
    intro k
    have hk : ¬ Even (2 * k + 1) := by rw [Nat.even_iff]; omega
    unfold alternatingPos
    rw [sum_range_succ _ (2 * k + 1), if_neg hk]
  have hz : ∀ k : ℕ, alternatingPos R₁ R₂ (2 * k) = k * (R₁ + R₂) := by
    intro k
    induction k with
    | zero => simp [z0]
    | succ k ih =>
      rw [show 2 * (k + 1) = 2 * k + 1 + 1 by ring, z2, z1, ih]; push_cast; ring
  -- every double layer contributes the formal dipole `-Q R₁`
  have F : ∀ k : ℕ, ∑ j ∈ range (2 * k), (-1 : ℝ) ^ j * Q * alternatingPos R₁ R₂ j
      = -(k * Q * R₁) := by
    intro k
    induction k with
    | zero => simp
    | succ k ih =>
      rw [show 2 * (k + 1) = 2 * k + 1 + 1 by ring, sum_range_succ, sum_range_succ, ih,
        hp k, hq k, z1 k]
      push_cast; ring
  -- two consecutive bonds contribute `δ (R₁ - R₂)`
  have B : ∀ k : ℕ, ∑ b ∈ range (2 * k), (-1 : ℝ) ^ b * δ *
      (alternatingPos R₁ R₂ (b + 1) - alternatingPos R₁ R₂ b) = k * δ * (R₁ - R₂) := by
    intro k
    induction k with
    | zero => simp
    | succ k ih =>
      rw [show 2 * (k + 1) = 2 * k + 1 + 1 by ring, sum_range_succ, sum_range_succ, ih,
        hp k, hq k, z2 k, z1 k]
      push_cast; ring
  rw [dipole_decomposition _ _ _ _ _ hN, show 2 * (n + 1) - 1 = 2 * n + 1 by omega, F (n + 1),
    sum_range_succ, B n, hp n, z1 n, hz n, z0]
  push_cast; ring
```

For $R_1 = R_2 = a$ the heights reduce to $ja$, which is `h`, and the bond dipoles cancel in pairs except for one:

$$P(N) = a\,[-NQ + \delta + (2N-1)s].$$

At $a = 1$, $s = 0$ this is $-NQ+\delta$, and $N = 1, 2$ return the two- and four-plane values found above.

```lean
/-- With equal spacing `a` the dipole is `a (-N Q + δ + (2N - 1) s)`. -/
theorem dipole_uniform (a Q δ s : ℝ) (N : ℕ) (hN : 1 ≤ N) :
    slabDipole (uniformPos a) Q δ s N = a * (-(N * Q) + δ + (2 * N - 1) * s) := by
  have h : uniformPos a = alternatingPos a a := by
    funext j
    simp [uniformPos, alternatingPos]
  rw [h, dipole_alternating _ _ _ _ _ _ hN]
  ring
```

As a numerical instance take $a=1$, $Q=2$, $\delta=0.5$. For $s=0$ and $N=2$ the charges are $1.5, -1, 1, -1.5$ and $P = -1+2-4.5 = -3.5 = -4+0.5$. For $s=1$ the end charges become $\pm 0.5$. Four planes give $-1+2-1.5 = -0.5$, and six planes give $-1+2-3+4-2.5 = -0.5$ again.

## Boundedness

Let $P(N) = Nm + c$ for $N \ge 1$, with slope $m$ and offset $c$. If $m=0$ then $|P(N)| = |c|$ is the bound. Conversely, $|Nm+c| \le C$ gives $N|m| \le C+|c|$, which fails for $m \ne 0$ once $N > (C+|c|)/|m|$. The proof picks such an $N$ with `exists_nat_gt` and evaluates the bound at $N+1$, so that the thickness is at least one; `h2` is the triangle-inequality step.

```lean
/-- A quantity affine in the thickness `N` is bounded exactly when its slope vanishes. -/
theorem bounded_iff_slope_zero (P : ℕ → ℝ) (m c : ℝ) (h : ∀ N : ℕ, 1 ≤ N → P N = N * m + c) :
    BoundedInN P ↔ m = 0 := by
  constructor
  · rintro ⟨C, hC⟩
    by_contra hm
    have hpos : 0 < |m| := abs_pos.2 hm
    obtain ⟨N, hN⟩ := exists_nat_gt ((C + |c|) / |m|)
    rw [div_lt_iff₀ hpos] at hN
    have h1 := hC (N + 1) (by omega)
    rw [h (N + 1) (by omega)] at h1
    push_cast at h1
    obtain ⟨l, u⟩ := abs_le.1 h1
    have h2 : |((N : ℝ) + 1) * m| ≤ C + |c| :=
      abs_le.2 ⟨by linarith [le_abs_self c], by linarith [neg_abs_le c]⟩
    rw [abs_mul, abs_of_nonneg (by positivity : (0 : ℝ) ≤ (N : ℝ) + 1)] at h2
    nlinarith
  · intro hm
    exact ⟨|c|, fun N hN => by rw [h N hN, hm]; simp⟩
```

Applied to the alternating slab, the lemma says that $P$ is bounded exactly when $s(R_1+R_2) = QR_1 - \delta(R_1-R_2)$. The statement holds for all real $R_1, R_2$, because it is not divided by $R_1+R_2$. In this neighbouring geometry the transfer does enter the compensating charge unless $R_1=R_2$.

```lean
/-- With alternating spacings the dipole is bounded in `N` iff
`s (R₁ + R₂) = Q R₁ - δ (R₁ - R₂)`. -/
theorem compensation_alternating (R₁ R₂ Q δ s : ℝ) :
    BoundedInN (slabDipole (alternatingPos R₁ R₂) Q δ s)
      ↔ s * (R₁ + R₂) = Q * R₁ - δ * (R₁ - R₂) := by
  rw [bounded_iff_slope_zero (slabDipole (alternatingPos R₁ R₂) Q δ s) _ _
    (dipole_alternating R₁ R₂ Q δ s)]
  constructor <;> intro h <;> linarith
```

For equal spacing the slope is $a(2s-Q)$ and the offset $a(\delta-s)$. With $a \neq 0$ the slope vanishes exactly when $s = Q/2$. The transfer `δ` is an arbitrary real argument of the theorem and is absent from its right-hand side. For $a=0$ all planes coincide and the dipole is zero for every $s$, which is the case that `ha` excludes.

```lean
/-- With equal nonzero spacing the dipole is bounded in `N` iff `s = Q/2`, for every charge
transfer `δ`. -/
theorem compensation_uniform (a Q δ s : ℝ) (ha : a ≠ 0) :
    BoundedInN (slabDipole (uniformPos a) Q δ s) ↔ s = Q / 2 := by
  rw [bounded_iff_slope_zero (slabDipole (uniformPos a) Q δ s) (a * (2 * s - Q)) (a * (δ - s))
    (fun N hN => by rw [dipole_uniform _ _ _ _ _ hN]; ring), mul_eq_zero]
  constructor
  · rintro (h | h)
    · exact absurd h ha
    · linarith
  · intro h
    right
    linarith
```

One can go wrong here by replacing $Q$ with the net interior charge and setting $s = (Q-2\delta)/2$. The slope is then $-2a\delta$, which is nonzero for $a \ne 0$ and $\delta \ne 0$. Half the interior charge is the value of the net end charge, $q_0 = Q-\delta-Q/2 = (Q-2\delta)/2$, and not of the added charge $s$, since the end plane has one bond and starts from $Q-\delta$.

The extreme case is $\delta = Q/2$ with $Q \ne 0$ and $a \ne 0$. The theorem has three parts: every interior plane is neutral, for any $s$ and $N$; the dipole is unbounded for $s=0$; it is bounded for $s=Q/2$. The first part substitutes into `plane_charges`. The other two use `compensation_uniform`, the second because boundedness at $s=0$ would force $0 = Q/2$.

```lean
/-- For `δ = Q/2`, `Q ≠ 0` and equal nonzero spacing `a`, all interior planes are neutral, yet
the dipole is unbounded in
`N` for `s = 0` and bounded for `s = Q/2`. -/
theorem neutral_interior_still_polar (a Q : ℝ) (ha : a ≠ 0) (hQ : Q ≠ 0) :
    (∀ s N j, 0 < j → j + 1 < 2 * N → planeCharge Q (Q / 2) s N j = 0) ∧
      ¬ BoundedInN (slabDipole (uniformPos a) Q (Q / 2) 0) ∧
      BoundedInN (slabDipole (uniformPos a) Q (Q / 2) (Q / 2)) := by
  refine ⟨fun s N j h0 h1 => ?_, fun h => hQ ?_, (compensation_uniform _ _ _ _ ha).2 rfl⟩
  · rw [(plane_charges Q (Q / 2) s N (by omega)).1 j h0 h1]
    ring
  · have := (compensation_uniform _ _ _ _ ha).1 h
    linarith

end

end PolarSlab
```

```lean
#print axioms PolarSlab.slab_neutral
-- 'PolarSlab.slab_neutral' depends on axioms: [propext, Classical.choice, Quot.sound]
#print axioms PolarSlab.compensation_alternating
-- 'PolarSlab.compensation_alternating' depends on axioms: [propext, Classical.choice, Quot.sound]
#print axioms PolarSlab.compensation_uniform
-- 'PolarSlab.compensation_uniform' depends on axioms: [propext, Classical.choice, Quot.sound]
#print axioms PolarSlab.neutral_interior_still_polar
-- 'PolarSlab.neutral_interior_still_polar' depends on axioms: [propext, Classical.choice, Quot.sound]
```

## Scope and use in slab calculations

The planes are infinitely thin sheets at prescribed heights, their number is even, and the end planes are of opposite type. The numbers $\delta$ and $s$ are inputs: the transfer is the same on every bond, including the two outermost ones, and neither depends on $N$. The equality of the transfers matters: if even bonds carried $\delta_1$ and odd bonds $\delta_2$, the slope for equal spacing would be $a(2s-Q+\delta_1-\delta_2)$, and the compensating charge would differ from $Q/2$ whenever $\delta_1 \ne \delta_2$. The theorems concern the plane charges and the dipole and say nothing of energies, relaxation, or whether $s$ comes from vacancies, adsorbates or electrons.

The link to electrostatics is added here by hand and is no part of the theorems: a neutral slab with dipole $P$ per area and no electric field outside it has a potential step of size $|P|/\varepsilon_0$ between the vacuum regions on its two sides, $\varepsilon_0$ being the vacuum permittivity. An analogue in an electronic-structure calculation would be to sum partitioned atomic charges plane by plane, take the dot product of the arrays $q_j$ and $z_j$ for slabs of several thicknesses, and read the slope from $P(N+1)-P(N)$. Such a sum of point charges leaves out the dipoles inside the atomic regions, and in a self-consistent calculation the surface charge is an output that may change with $N$, so the difference need not be constant there. In this rigid-sheet model with a single transfer parameter and equally spaced planes, a transfer $\delta$ that makes the net interior charges small does not change the slope: at fixed $Q$ and $s$ it stays $a(2s-Q)$.
